# Nonzero proportional Slater determinants have orbitals related by an invertible mixing

Suppose two sets of orbitals could give the same nonzero Slater determinant and yet span different spaces. The projector onto the occupied orbitals would then depend on which set a program had stored, and not on the state alone. Two calculations could agree on the wave function at every configuration and disagree about which one-particle space is occupied.

This does not happen. Let the columns of $A$ and $B$ hold the two sets of orbitals. If $A$ has at least one nonzero Slater amplitude, and the amplitudes of $B$ are $c \neq 0$ times those of $A$ at every configuration, then $B = AT$ with $T$ invertible and $\det T = c$.

## Orbitals as columns, configurations as row selections

Let $m$ be a set of points, finite or infinite, and let $n$ be a finite set of $N$ labels. The matrix $A$ has entries $A_{ij}$, the value of orbital $j \in n$ at point $i \in m$, in a field $K$. For electrons of both spins a point must include the spin coordinate. A point may also be the label of a basis function, together with its spin, in which case $A$ holds orbital coefficients.

```lean
import Mathlib

open Matrix

namespace SlaterOrbitalMixing

variable {m n K : Type*} [Fintype n] [DecidableEq n] [Field K]
```

A configuration is a map $f : n \to m$ that puts particle $k$ at the point $f(k)$. Write $A_f$ for the $N \times N$ matrix with entries $(A_f)_{kj} = A_{f(k)j}$, and define the amplitude

$$D_A(f) = \det A_f .$$

Particles and orbitals share the label set $n$, which makes $A_f$ square. Two particles may sit at the same point; two rows are then equal and the amplitude vanishes. The normalised wave function of orthonormal orbitals is $D_A(f)/\sqrt{N!}$. The prefactor is the same for $A$ and $B$, so it leaves $c$ unchanged.

```lean
/-- The unnormalised Slater amplitude of the orbitals in the columns of `A`, with the particles
at the points `f`: the determinant of the rows of `A` selected by `f`. -/
def slater (A : Matrix m n K) (f : n → m) : K :=
  (A.submatrix f id).det
```

## Mixing multiplies every amplitude by det T

Selecting rows commutes with multiplication from the right, so $(AT)_f = A_f T$ and

$$D_{AT}(f) = \det(A_f T) = \det T \; D_A(f).$$

In Lean the first equality holds by definition (`rfl`), and the second is `Matrix.det_mul`.

```lean
/-- Mixing the orbitals by a matrix `T` multiplies every Slater amplitude by `det T`. -/
theorem slater_mul (A : Matrix m n K) (T : Matrix n n K) (f : n → m) :
    slater (A * T) f = T.det * slater A f := by
  have h : (A * T).submatrix f id = A.submatrix f id * T := rfl
  unfold slater
  rw [h, Matrix.det_mul, mul_comm]
```

## One orbital value from N reference points

The converse needs a way to recover orbital values from amplitudes. Fix a configuration $f$ and a point $i$, and let $f[k \to i]$ be $f$ with particle $k$ moved to $i$. Set $x_k = D_A(f[k \to i])$. This is the determinant of $A_f$ with row $k$ replaced by row $i$ of $A$, or equally of $A_f^{\mathsf T}$ with column $k$ replaced by the vector $a$, where $a_j = A_{ij}$.

Expanding along the replaced column gives $x = \operatorname{adj}(A_f^{\mathsf T})\,a$. Since $M \operatorname{adj}(M) = \det(M)\,1$ for every square matrix $M$,

$$A_f^{\mathsf T} x = D_A(f)\, a .$$

Component $j$ of this equation is the exchange identity

$$\sum_k D_A(f[k \to i])\, A_{f(k)j} = D_A(f)\, A_{ij},$$

which also holds when $D_A(f) = 0$.

In the code `Function.update f k i` is $f[k \to i]$. The step `hk` identifies the amplitudes with the components of `Matrix.cramer`, by comparing the two matrices row by row, and `Matrix.mulVec_cramer` supplies the vector equation.

```lean
/-- Exchange identity: the value of orbital `j` at any point `i`, times the amplitude at `f`, is
the sum of its values at the points of `f`, each weighted by the amplitude in which that point
is replaced by `i`. -/
theorem slater_exchange (A : Matrix m n K) (f : n → m) (i : m) (j : n) :
    ∑ k, slater A (Function.update f k i) * A (f k) j = slater A f * A i j := by
  -- the amplitudes with one particle moved are the determinants of Cramer's rule
  have hk : ∀ k, slater A (Function.update f k i)
      = Matrix.cramer (A.submatrix f id)ᵀ (A i) k := by
    intro k
    rw [Matrix.cramer_transpose_apply]
    unfold slater
    congr 1
    ext a b
    by_cases h : a = k
    · subst h
      simp
    · simp [Matrix.updateRow_apply, h]
  have h := congrFun (Matrix.mulVec_cramer (A.submatrix f id)ᵀ (A i)) j
  rw [Matrix.det_transpose] at h
  simp only [hk]
  calc ∑ k, Matrix.cramer (A.submatrix f id)ᵀ (A i) k * A (f k) j
      = ((A.submatrix f id)ᵀ *ᵥ Matrix.cramer (A.submatrix f id)ᵀ (A i)) j :=
        Finset.sum_congr rfl fun k _ => mul_comm _ _
    _ = slater A f * A i j := h
```

## Proportional amplitudes force B = AT

Choose $f$ with $d = D_A(f) \neq 0$, and put $W_{ik} = D_A(f[k \to i])$. The exchange identity for $A$ reads

$$W A_f = d\,A .$$

For $B$ it reads $\sum_k D_B(f[k \to i])\, B_{f(k)j} = D_B(f)\, B_{ij}$. Replacing each $D_B$ by $c\,D_A$ gives

$$c\,(W B_f)_{ij} = c\,d\,B_{ij},$$

and since $c \neq 0$,

$$W B_f = d\,B .$$

The same coefficients $W$ thus rebuild both orbital sets from their values at the $N$ reference points. Because $A_f$ is invertible,

$$d\,B = W B_f = W A_f\,(A_f^{-1} B_f) = d\,A\,(A_f^{-1} B_f).$$

Cancelling $d$ gives $B = AT$ with $T = A_f^{-1} B_f$. At the reference configuration $c\,d = D_B(f) = \det T\; d$, so $\det T = c \neq 0$ and $T$ is invertible. In the other direction, $B = AT$ with $\det T = c$ gives proportional amplitudes by the multiplication rule.

The theorem states both directions. Its hypotheses are `hc`, that $c \neq 0$, and `hA`, that some amplitude of $A$ is nonzero, which says that the orbitals of $A$ do form a state. `IsUnit T` means that $T$ is invertible. In the proof `hWA` and `hWB` are the two equations for $W$, and the two uses of `mul_left_cancel₀` cancel $c$ and $d$.

```lean
/-- If some Slater amplitude of `A` is nonzero and `c ≠ 0`, then `B` has `c` times the amplitudes
of `A` at all configurations exactly when its orbitals are those of `A` mixed by an invertible
matrix of determinant `c`. -/
theorem slater_proportional_iff (A B : Matrix m n K) {c : K} (hc : c ≠ 0)
    (hA : ∃ f, slater A f ≠ 0) :
    (∀ f, slater B f = c * slater A f) ↔
      ∃ T : Matrix n n K, IsUnit T ∧ T.det = c ∧ B = A * T := by
  constructor
  · intro hB
    obtain ⟨f, hf⟩ := hA
    have hu : IsUnit (A.submatrix f id).det := isUnit_iff_ne_zero.2 hf
    let W : Matrix m n K := Matrix.of fun i k => slater A (Function.update f k i)
    -- the same coefficients W rebuild both orbital sets from their reference blocks
    have hWA : W * A.submatrix f id = slater A f • A := by
      ext i j
      rw [Matrix.mul_apply]
      exact slater_exchange A f i j
    have hWB : W * B.submatrix f id = slater A f • B := by
      ext i j
      have h := slater_exchange B f i j
      simp only [hB, mul_assoc, ← Finset.mul_sum] at h
      rw [Matrix.mul_apply]
      exact mul_left_cancel₀ hc h
    obtain ⟨T, hT⟩ : ∃ T : Matrix n n K, B = A * T := by
      refine ⟨(A.submatrix f id)⁻¹ * B.submatrix f id, ?_⟩
      have h : slater A f • B
          = slater A f • (A * ((A.submatrix f id)⁻¹ * B.submatrix f id)) := by
        rw [← hWB, ← Matrix.smul_mul, ← hWA, Matrix.mul_assoc,
          Matrix.mul_nonsing_inv_cancel_left _ _ hu]
      ext i j
      exact mul_left_cancel₀ hf (congrFun (congrFun h i) j)
    -- one nonzero amplitude fixes the determinant of the mixing matrix
    have hdet : T.det = c := by
      have h := hB f
      rw [hT, slater_mul] at h
      exact mul_right_cancel₀ hf h
    refine ⟨T, (Matrix.isUnit_iff_isUnit_det T).2 ?_, hdet, hT⟩
    rw [hdet]
    exact isUnit_iff_ne_zero.2 hc
  · rintro ⟨T, _, hdet, hT⟩ f
    rw [hT, slater_mul, hdet]
```

The mixing is also unique. If $AS = AT$, then $A_f S = A_f T$ for the same reference configuration, and multiplying by $A_f^{-1}$ gives $S = T$.

```lean
/-- If some Slater amplitude of `A` is nonzero, two mixing matrices that give the same orbitals
are equal. -/
theorem mixing_unique (A : Matrix m n K) (hA : ∃ f, slater A f ≠ 0)
    {S T : Matrix n n K} (h : A * S = A * T) : S = T := by
  obtain ⟨f, hf⟩ := hA
  have hu : IsUnit (A.submatrix f id).det := isUnit_iff_ne_zero.2 hf
  have h' : A.submatrix f id * S = A.submatrix f id * T :=
    congrArg (fun M : Matrix m n K => M.submatrix f id) h
  rw [← Matrix.nonsing_inv_mul_cancel_left _ S hu, h',
    Matrix.nonsing_inv_mul_cancel_left _ T hu]
```

## Orthonormal orbitals always have a nonzero amplitude

Now let $m$ be finite, and let $C$ be an $n \times m$ matrix. Row $i$ of $CA$ is $\sum_k C_{ik} A_{k\cdot}$, where $k$ runs over points and $A_{k\cdot}$ is row $k$ of $A$. The determinant is linear in each row, so expanding all rows gives one term for each choice of a point $f(i)$ in every row $i$:

$$\det(CA) = \sum_{f} \Big(\prod_i C_{i f(i)}\Big) D_A(f).$$

The Lean proof writes the determinant as the multilinear map `Matrix.detRowAlternating`. It expands the sums with `MultilinearMap.map_sum` and pulls out the coefficients with `MultilinearMap.map_smul_univ`.

```lean
/-- On finitely many points, the determinant of the product `C * A` is the sum over all
configurations of a product of entries of `C` times the Slater amplitude of `A`. -/
theorem det_overlap_expansion [Fintype m] (C : Matrix n m K) (A : Matrix m n K) :
    (C * A).det = ∑ f : n → m, (∏ i, C i (f i)) * slater A f := by
  have h : C * A = fun i => ∑ k, C i k • A k := by
    ext i j
    simp [Matrix.mul_apply, Finset.sum_apply]
  -- the determinant is linear in each row
  calc (C * A).det
      = (Matrix.detRowAlternating (R := K) (n := n)).toMultilinearMap
          (fun i => ∑ k, C i k • A k) := by rw [h]; rfl
    _ = ∑ f : n → m, (Matrix.detRowAlternating (R := K) (n := n)).toMultilinearMap
          (fun i => C i (f i) • A (f i)) := MultilinearMap.map_sum _ _
    _ = ∑ f : n → m, (∏ i, C i (f i)) * slater A f :=
        Finset.sum_congr rfl fun f _ =>
          MultilinearMap.map_smul_univ _ (fun i => C i (f i)) (fun i => A (f i))
```

If every $D_A(f)$ were zero, the right-hand side would vanish. A nonzero $\det(CA)$ therefore guarantees a nonzero amplitude.

```lean
/-- On finitely many points, if `C * A` has nonzero determinant for some matrix `C`, then some
Slater amplitude of `A` is nonzero. -/
theorem exists_slater_ne_zero [Fintype m] (C : Matrix n m K) (A : Matrix m n K)
    (h : (C * A).det ≠ 0) : ∃ f, slater A f ≠ 0 := by
  by_contra hn
  have h0 : ∀ f, slater A f = 0 := fun f => by_contra fun hf => hn ⟨f, hf⟩
  apply h
  rw [det_overlap_expansion]
  simp [h0]
```

For orthonormal orbitals take $C = A^\dagger$: then $\det(A^\dagger A) = \det 1 = 1$, and some amplitude of $A$ is nonzero. The same holds for $B$, so $c = 0$ is impossible. The general theorem gives $B = AT$ with $\det T = c$, and

$$1 = B^\dagger B = T^\dagger A^\dagger A\, T = T^\dagger T .$$

Hence $T$ is unitary, and $c$ is a phase.

Here `Aᴴ * A = 1` is orthonormality with unit weight at every point. On a quadrature grid the orbital values would first have to be multiplied by the square roots of the weights, and coefficients in a non-orthogonal basis would have to be converted to an orthonormal basis.

```lean
/-- Two orthonormal sets of orbitals on finitely many points whose Slater amplitudes are
proportional with factor `c` differ by a unitary mixing of determinant `c`. -/
theorem orthonormal_unitary_mixing [Fintype m] (A B : Matrix m n ℂ) (c : ℂ)
    (hA : Aᴴ * A = 1) (hB : Bᴴ * B = 1) (h : ∀ f, slater B f = c * slater A f) :
    ∃ T ∈ Matrix.unitaryGroup n ℂ, T.det = c ∧ B = A * T := by
  have hA0 : ∃ f, slater A f ≠ 0 := exists_slater_ne_zero Aᴴ A (by rw [hA]; simp)
  obtain ⟨g, hg⟩ : ∃ f, slater B f ≠ 0 := exists_slater_ne_zero Bᴴ B (by rw [hB]; simp)
  have hc : c ≠ 0 := by
    intro hc
    exact hg (by rw [h g, hc, zero_mul])
  obtain ⟨T, _, hdet, hT⟩ := (slater_proportional_iff A B hc hA0).1 h
  refine ⟨T, ?_, hdet, hT⟩
  -- orthonormality of both sets forces the mixing to be unitary
  rw [Matrix.mem_unitaryGroup_iff']
  rw [hT, Matrix.conjTranspose_mul, Matrix.mul_assoc, ← Matrix.mul_assoc Aᴴ, hA,
    Matrix.one_mul] at hB
  exact hB
```

In Hartree–Fock or Kohn–Sham practice, for a single determinant of orthonormal orbitals in a finite orthonormal basis, this means that canonical and localised orbitals describing the same state differ by a unitary matrix. The projector is then common to both, since $BB^\dagger = A\,TT^\dagger A^\dagger = AA^\dagger$. States made of several determinants are not covered.

## Two vanishing determinants with unrelated orbitals

Without a nonzero amplitude of $A$ the conclusion can fail, as an example with two points and two orbitals shows. Take

$$A = \begin{pmatrix} 1 & 0 \\ 0 & 0 \end{pmatrix}, \qquad B = \begin{pmatrix} 0 & 0 \\ 1 & 0 \end{pmatrix}.$$

The second orbital is zero in both sets, so all amplitudes vanish and agree with $c = 1$. The first orbital sits on a different point in each set. Counting rows and columns from $0$ as Lean does, $B = AT$ would require $1 = B_{10} = 0 \cdot T_{00} + 0 \cdot T_{10} = 0$. A zero orbital is not a physical one, but the same entry gives the contradiction if the second column of each matrix is replaced by a copy of the first, so that one orbital is occupied twice.

Lean compares the amplitudes at all four configurations, and then reads off this entry.

```lean
/-- Two explicit orbital matrices whose Slater amplitudes agree at every configuration, although
no mixing matrix turns the first into the second. -/
theorem nonzero_minor_needed :
    (∀ f : Fin 2 → Fin 2, slater (!![0, 0; 1, 0] : Matrix (Fin 2) (Fin 2) ℚ) f
        = slater (!![1, 0; 0, 0] : Matrix (Fin 2) (Fin 2) ℚ) f) ∧
      ¬ ∃ T : Matrix (Fin 2) (Fin 2) ℚ, !![0, 0; 1, 0] = !![1, 0; 0, 0] * T := by
  constructor
  · intro f
    simp only [slater, Matrix.det_fin_two, Matrix.submatrix_apply, id_eq]
    generalize f 0 = a
    generalize f 1 = b
    fin_cases a <;> fin_cases b <;> simp
  · rintro ⟨T, h⟩
    have h10 := congrFun (congrFun h 1) 0
    simp [Matrix.mul_apply, Fin.sum_univ_two] at h10

end SlaterOrbitalMixing
```

```lean
#print axioms SlaterOrbitalMixing.slater_proportional_iff
#print axioms SlaterOrbitalMixing.mixing_unique
#print axioms SlaterOrbitalMixing.orthonormal_unitary_mixing
#print axioms SlaterOrbitalMixing.nonzero_minor_needed
```

```
'SlaterOrbitalMixing.slater_proportional_iff' depends on axioms: [propext, Classical.choice, Quot.sound]
'SlaterOrbitalMixing.mixing_unique' depends on axioms: [propext, Classical.choice, Quot.sound]
'SlaterOrbitalMixing.orthonormal_unitary_mixing' depends on axioms: [propext, Classical.choice, Quot.sound]
'SlaterOrbitalMixing.nonzero_minor_needed' depends on axioms: [propext, Classical.choice, Quot.sound]
```

## Orbitals as abstract vectors

The matrices above hold point values, and proportionality is required at every configuration. Square-integrable functions on a continuum are defined only up to sets of measure zero, so they do not fit this description directly.

Another model takes the orbitals as vectors $v_1, \dots, v_N$ in a vector space and the determinant as their exterior product $v_1 \wedge \dots \wedge v_N$. The nonzero amplitude then becomes linear independence of the orbitals, and proportionality becomes a single equation between exterior products. That version would accommodate square-integrable orbitals, but $T$ would no longer be read off from the orbital values at $N$ reference points.
